# Weyl inequalities for the lowest and highest eigenvalue

## Physical setting

A bound on level shifts by "the size of the perturbation" has to fix a matrix norm, and Mathlib attaches none to matrices by default. The file chooses the $\ell^2$ operator norm $\|B\|$, the smallest constant with $\|Bx\| \le \|B\|\,\|x\|$ for all vectors $x$, where $\|x\|^2 = \sum_i |x_i|^2$. Since `hA.eigenvalues` is indexed by the basis labels and carries no ordering, the extreme levels are defined as its minimum and maximum.

Let $A$ be a Hamiltonian and $B$ a perturbation, both Hermitian complex matrices on $N \ge 1$ basis states. For a Hamiltonian in a finite orthonormal basis, the result bounds the change of the ground-state energy without assuming $B$ small.

## Statement

Write $\lambda_{\min}(M)$ and $\lambda_{\max}(M)$ for the extreme eigenvalues of a Hermitian $M$, and $E_M(x) = \mathrm{Re}\,\langle x, Mx\rangle$. Then

$$\lambda_{\min}(A) + \lambda_{\min}(B) \le \lambda_{\min}(A+B) \le \lambda_{\min}(A) + \lambda_{\max}(B),$$
$$\lambda_{\max}(A) + \lambda_{\min}(B) \le \lambda_{\max}(A+B) \le \lambda_{\max}(A) + \lambda_{\max}(B),$$

and both extreme eigenvalues move by at most $\|B\|$. The first inequality is an equality exactly when some unit vector $x$ has $E_A(x) = \lambda_{\min}(A)$ and $E_B(x) = \lambda_{\min}(B)$. For $B = c\,\mathbb{1}$ with real $c$, the lowest eigenvalue moves by exactly $\|B\|$.

## Derivation

Write $A = UDU^*$ with $U$ unitary and $D$ the diagonal matrix of eigenvalues $\lambda_i$, and set $y = U^*x$. Then $E_A(x) = E_D(y) = \sum_i \lambda_i |y_i|^2$, and $UU^* = \mathbb{1}$ gives $\|x\|^2 = \sum_i |y_i|^2$. Bounding each $\lambda_i$ yields the Rayleigh bounds

$$\lambda_{\min}(A)\,\|x\|^2 \le E_A(x) \le \lambda_{\max}(A)\,\|x\|^2 .$$

A unit eigenvector has energy equal to its eigenvalue, and $E_{A+B} = E_A + E_B$. With $v$ a unit ground vector of $A+B$,

$$\lambda_{\min}(A+B) = E_A(v) + E_B(v) \ge \lambda_{\min}(A) + \lambda_{\min}(B).$$

With $u$ a unit ground vector of $A$,

$$\lambda_{\min}(A+B) \le E_A(u) + E_B(u) \le \lambda_{\min}(A) + \lambda_{\max}(B).$$

For the top level take unit eigenvectors $u'$ of $A$ and $v'$ of $A+B$ with the highest eigenvalue. Then $\lambda_{\max}(A+B) \ge E_A(u') + E_B(u') \ge \lambda_{\max}(A) + \lambda_{\min}(B)$ and $\lambda_{\max}(A+B) = E_A(v') + E_B(v') \le \lambda_{\max}(A) + \lambda_{\max}(B)$.

If the lower bound is an equality, the gaps $E_A(v) - \lambda_{\min}(A)$ and $E_B(v) - \lambda_{\min}(B)$ are nonnegative with sum zero, so both vanish. Conversely, a unit $x$ with both energies minimal gives $\lambda_{\min}(A+B) \le E_{A+B}(x) = \lambda_{\min}(A) + \lambda_{\min}(B)$.

If $Bw = \mu w$ with $\|w\| = 1$, then $|\mu| = \|Bw\| \le \|B\|$. Hence $-\|B\| \le \lambda_{\min}(B)$ and $\lambda_{\max}(B) \le \|B\|$, and both shifts lie in $[-\|B\|, \|B\|]$. For $B = c\,\mathbb{1}$ every eigenvalue is $c$, the two bounds coincide, the shift is $c$, and $\|B\| = |c|$.

In the smallest case $N = 1$, with $A = (a)$ and $B = (b)$, the Rayleigh bounds and the four Weyl inequalities are equalities, and the shift has modulus $|b| = \|B\|$.

## What the formal version assumes

The type `n` is the finite set of basis labels, and `[Nonempty n]` says $N \ge 1$, which the minimum `univ.inf'` requires. The hypotheses `hA` and `hB` state Hermiticity, and `hA.add hB` supplies it for $A+B$. `lmin`, `lmax`, `energy` and `sqNorm` are $\lambda_{\min}$, $\lambda_{\max}$, $E_M(x)$ and $\|x\|^2$. `energy` is not divided by $\|x\|^2$, so it is an expectation value only when `sqNorm x = 1`. `abs_shift_sharp` opens with `∃ hB` because `lmin` takes a proof of Hermiticity as its argument.

The dimension is finite, so unbounded operators such as the kinetic energy in the continuum are excluded. Of Weyl's inequalities for the ordered eigenvalues, the theorems give the cases that involve only the extreme ones, and the shifts of individual intermediate levels are not treated. The equality criterion is stated with energies, and no theorem says that $x$ is an eigenvector.

The two examples that follow are worked on paper and appear nowhere in the file. Without Hermiticity of $B$ the lower bound can fail: for $A = \begin{pmatrix}0&1\\1&0\end{pmatrix}$ and $B = \begin{pmatrix}0&3\\0&0\end{pmatrix}$ the eigenvalues are $\pm 1$ for $A$, $0$ for $B$ and $\pm 2$ for $A+B$, and $-1 + 0 \le -2$ is false. An easy mistake is to let `‖B‖` mean the largest modulus of an entry. For $N = 2$, $A = 0$ and all entries of $B$ equal to $-1$, the lowest level moves by $2$ while that norm is $1$. The line `open scoped Matrix.Norms.L2Operator` fixes the intended meaning.

In Lean 4 with Mathlib:

```lean
import Mathlib

open Matrix Finset
open scoped Matrix.Norms.L2Operator

namespace WeylExtremeEigenvalues

noncomputable section

variable {n : Type*} [Fintype n] [DecidableEq n] {A B : Matrix n n ℂ}

/-- The lowest eigenvalue of a Hermitian matrix. -/
def lmin [Nonempty n] (hA : A.IsHermitian) : ℝ := univ.inf' univ_nonempty hA.eigenvalues

/-- The highest eigenvalue of a Hermitian matrix. -/
def lmax [Nonempty n] (hA : A.IsHermitian) : ℝ := univ.sup' univ_nonempty hA.eigenvalues

/-- The unnormalised expectation value `Re ⟨x, A x⟩`. -/
def energy (A : Matrix n n ℂ) (x : n → ℂ) : ℝ := (star x ⬝ᵥ A *ᵥ x).re

/-- The squared length `∑ |x i|²` of a state vector. -/
def sqNorm (x : n → ℂ) : ℝ := ∑ i, Complex.normSq (x i)

omit [DecidableEq n] in
/-- The expectation value of a sum of operators is the sum of the expectation values. -/
theorem energy_add (A B : Matrix n n ℂ) (x : n → ℂ) :
    energy (A + B) x = energy A x + energy B x := by
  simp only [energy, Matrix.add_mulVec, dotProduct_add, Complex.add_re]

/-- For a real diagonal matrix the expectation value is `∑ d i |x i|²`. -/
theorem energy_diagonal (d : n → ℝ) (x : n → ℂ) :
    energy (diagonal fun i => (d i : ℂ)) x = ∑ i, d i * Complex.normSq (x i) := by
  simp only [energy, dotProduct, Matrix.mulVec_diagonal, Complex.re_sum, Pi.star_apply]
  refine Finset.sum_congr rfl fun i _ => ?_
  simp [Complex.normSq_apply, Complex.mul_re, Complex.mul_im]
  ring

/-- Rayleigh bounds: `lmin ‖x‖² ≤ Re ⟨x, A x⟩ ≤ lmax ‖x‖²` for every vector `x`. -/
theorem rayleigh_bounds [Nonempty n] (hA : A.IsHermitian) (x : n → ℂ) :
    lmin hA * sqNorm x ≤ energy A x ∧ energy A x ≤ lmax hA * sqNorm x := by
  -- spectral decomposition A = U D U*
  obtain ⟨U, hU, hs⟩ : ∃ U : Matrix n n ℂ, U * star U = 1 ∧
      A = U * diagonal (fun i => (hA.eigenvalues i : ℂ)) * star U := by
    refine ⟨hA.eigenvectorUnitary, Matrix.mem_unitaryGroup_iff.1 hA.eigenvectorUnitary.2, ?_⟩
    have hd : (fun i => (hA.eigenvalues i : ℂ)) = (RCLike.ofReal ∘ hA.eigenvalues : n → ℂ) :=
      rfl
    rw [hd]
    exact hA.spectral_theorem
  -- pass to the amplitudes U* x in the eigenbasis
  have key : ∀ M : Matrix n n ℂ, energy (U * M * star U) x = energy M (star U *ᵥ x) := by
    intro M
    unfold energy
    rw [← Matrix.mulVec_mulVec, ← Matrix.mulVec_mulVec, Matrix.dotProduct_mulVec (star x) U,
      Matrix.star_mulVec, Matrix.star_eq_conjTranspose, Matrix.conjTranspose_conjTranspose]
  have hone : ∀ z : n → ℂ, energy 1 z = sqNorm z := fun z => by
    simpa [sqNorm] using energy_diagonal (fun _ => 1) z
  have hE : energy A x = ∑ i, hA.eigenvalues i * Complex.normSq ((star U *ᵥ x) i) :=
    (congrArg (fun M => energy M x) hs).trans ((key _).trans (energy_diagonal _ _))
  have hN : sqNorm x = ∑ i, Complex.normSq ((star U *ᵥ x) i) := by
    have h := key 1
    rw [Matrix.mul_one, hU, hone, hone] at h
    exact h
  rw [hE, hN, Finset.mul_sum, Finset.mul_sum]
  constructor
  · exact Finset.sum_le_sum fun i _ => mul_le_mul_of_nonneg_right
      (Finset.inf'_le hA.eigenvalues (mem_univ i)) (Complex.normSq_nonneg _)
  · exact Finset.sum_le_sum fun i _ => mul_le_mul_of_nonneg_right
      (Finset.le_sup' hA.eigenvalues (mem_univ i)) (Complex.normSq_nonneg _)

/-- The `j`-th vector of the eigenbasis has unit length, and its expectation value is the
`j`-th eigenvalue. -/
theorem eigenvector_energy (hA : A.IsHermitian) (j : n) :
    sqNorm (hA.eigenvectorBasis j).ofLp = 1 ∧
      energy A (hA.eigenvectorBasis j).ofLp = hA.eigenvalues j := by
  have h1 : sqNorm (hA.eigenvectorBasis j).ofLp = 1 := by
    have h := EuclideanSpace.norm_sq_eq (hA.eigenvectorBasis j)
    rw [hA.eigenvectorBasis.orthonormal.1 j, one_pow] at h
    simp only [sqNorm, Complex.normSq_eq_norm_sq]
    exact h.symm
  have h2 : energy 1 (hA.eigenvectorBasis j).ofLp = sqNorm (hA.eigenvectorBasis j).ofLp := by
    simpa [sqNorm] using energy_diagonal (fun _ => 1) (hA.eigenvectorBasis j).ofLp
  refine ⟨h1, ?_⟩
  rw [h1, energy, Matrix.one_mulVec] at h2
  rw [energy, hA.mulVec_eigenvectorBasis, dotProduct_smul, Complex.smul_re, h2, smul_eq_mul,
    mul_one]

/-- Weyl inequalities for the lowest eigenvalue:
`lmin A + lmin B ≤ lmin (A + B) ≤ lmin A + lmax B`. -/
theorem weyl_lmin [Nonempty n] (hA : A.IsHermitian) (hB : B.IsHermitian) :
    lmin hA + lmin hB ≤ lmin (hA.add hB) ∧ lmin (hA.add hB) ≤ lmin hA + lmax hB := by
  constructor
  · -- test A and B on the ground vector of A + B
    obtain ⟨j, -, hj⟩ := Finset.exists_mem_eq_inf' univ_nonempty (hA.add hB).eigenvalues
    obtain ⟨h1, h2⟩ := eigenvector_energy (hA.add hB) j
    have ha := (rayleigh_bounds hA ((hA.add hB).eigenvectorBasis j).ofLp).1
    have hb := (rayleigh_bounds hB ((hA.add hB).eigenvectorBasis j).ofLp).1
    have hj' : lmin (hA.add hB) = (hA.add hB).eigenvalues j := hj
    rw [h1] at ha hb
    rw [energy_add] at h2
    linarith
  · -- test A + B and B on the ground vector of A
    obtain ⟨j, -, hj⟩ := Finset.exists_mem_eq_inf' univ_nonempty hA.eigenvalues
    obtain ⟨h1, h2⟩ := eigenvector_energy hA j
    have hs := (rayleigh_bounds (hA.add hB) (hA.eigenvectorBasis j).ofLp).1
    have hb := (rayleigh_bounds hB (hA.eigenvectorBasis j).ofLp).2
    have hj' : lmin hA = hA.eigenvalues j := hj
    rw [h1] at hs hb
    rw [energy_add] at hs
    linarith

/-- Weyl inequalities for the highest eigenvalue:
`lmax A + lmin B ≤ lmax (A + B) ≤ lmax A + lmax B`. -/
theorem weyl_lmax [Nonempty n] (hA : A.IsHermitian) (hB : B.IsHermitian) :
    lmax hA + lmin hB ≤ lmax (hA.add hB) ∧ lmax (hA.add hB) ≤ lmax hA + lmax hB := by
  constructor
  · obtain ⟨j, -, hj⟩ := Finset.exists_mem_eq_sup' univ_nonempty hA.eigenvalues
    obtain ⟨h1, h2⟩ := eigenvector_energy hA j
    have hs := (rayleigh_bounds (hA.add hB) (hA.eigenvectorBasis j).ofLp).2
    have hb := (rayleigh_bounds hB (hA.eigenvectorBasis j).ofLp).1
    have hj' : lmax hA = hA.eigenvalues j := hj
    rw [h1] at hs hb
    rw [energy_add] at hs
    linarith
  · obtain ⟨j, -, hj⟩ := Finset.exists_mem_eq_sup' univ_nonempty (hA.add hB).eigenvalues
    obtain ⟨h1, h2⟩ := eigenvector_energy (hA.add hB) j
    have ha := (rayleigh_bounds hA ((hA.add hB).eigenvectorBasis j).ofLp).2
    have hb := (rayleigh_bounds hB ((hA.add hB).eigenvectorBasis j).ofLp).2
    have hj' : lmax (hA.add hB) = (hA.add hB).eigenvalues j := hj
    rw [h1] at ha hb
    rw [energy_add] at h2
    linarith

/-- The bound `lmin A + lmin B ≤ lmin (A + B)` is an equality exactly when some unit vector
has expectation value `lmin A` for `A` and `lmin B` for `B`. -/
theorem weyl_lower_eq_iff [Nonempty n] (hA : A.IsHermitian) (hB : B.IsHermitian) :
    lmin (hA.add hB) = lmin hA + lmin hB ↔
      ∃ x : n → ℂ, sqNorm x = 1 ∧ energy A x = lmin hA ∧ energy B x = lmin hB := by
  constructor
  · intro h
    obtain ⟨j, -, hj⟩ := Finset.exists_mem_eq_inf' univ_nonempty (hA.add hB).eigenvalues
    obtain ⟨h1, h2⟩ := eigenvector_energy (hA.add hB) j
    have ha := (rayleigh_bounds hA ((hA.add hB).eigenvectorBasis j).ofLp).1
    have hb := (rayleigh_bounds hB ((hA.add hB).eigenvectorBasis j).ofLp).1
    have hj' : lmin (hA.add hB) = (hA.add hB).eigenvalues j := hj
    rw [h1] at ha hb
    rw [energy_add] at h2
    exact ⟨_, h1, by linarith, by linarith⟩
  · rintro ⟨x, h1, ha, hb⟩
    have hs := (rayleigh_bounds (hA.add hB) x).1
    have hw := (weyl_lmin hA hB).1
    rw [h1, energy_add, ha, hb] at hs
    linarith

/-- Every eigenvalue of a Hermitian matrix is bounded in modulus by the l2 operator norm. -/
theorem abs_eigenvalue_le_opNorm (hB : B.IsHermitian) (j : n) : |hB.eigenvalues j| ≤ ‖B‖ := by
  have h : ‖(EuclideanSpace.equiv n ℂ).symm (B *ᵥ (hB.eigenvectorBasis j).ofLp)‖
      ≤ ‖B‖ * ‖hB.eigenvectorBasis j‖ := Matrix.l2_opNorm_mulVec B (hB.eigenvectorBasis j)
  have e : (EuclideanSpace.equiv n ℂ).symm (B *ᵥ (hB.eigenvectorBasis j).ofLp)
      = hB.eigenvalues j • hB.eigenvectorBasis j := by
    rw [hB.mulVec_eigenvectorBasis]
    rfl
  rw [e, norm_smul, hB.eigenvectorBasis.orthonormal.1 j, mul_one, mul_one,
    Real.norm_eq_abs] at h
  exact h

/-- A Hermitian perturbation `B` moves the lowest and the highest eigenvalue of `A` by at most
the l2 operator norm of `B`. -/
theorem abs_shift_le_opNorm [Nonempty n] (hA : A.IsHermitian) (hB : B.IsHermitian) :
    |lmin (hA.add hB) - lmin hA| ≤ ‖B‖ ∧ |lmax (hA.add hB) - lmax hA| ≤ ‖B‖ := by
  have h1 : -‖B‖ ≤ lmin hB :=
    Finset.le_inf' _ _ fun j _ => (abs_le.1 (abs_eigenvalue_le_opNorm hB j)).1
  have h2 : lmax hB ≤ ‖B‖ :=
    Finset.sup'_le _ _ fun j _ => (abs_le.1 (abs_eigenvalue_le_opNorm hB j)).2
  obtain ⟨a1, a2⟩ := weyl_lmin hA hB
  obtain ⟨b1, b2⟩ := weyl_lmax hA hB
  exact ⟨abs_le.2 ⟨by linarith, by linarith⟩, abs_le.2 ⟨by linarith, by linarith⟩⟩

/-- For `B = c · 1` with real `c`, the lowest eigenvalue moves by exactly the l2 operator
norm of `B`. -/
theorem abs_shift_sharp [Nonempty n] (hA : A.IsHermitian) (c : ℝ) :
    ∃ hB : ((c : ℂ) • (1 : Matrix n n ℂ)).IsHermitian,
      |lmin (hA.add hB) - lmin hA| = ‖(c : ℂ) • (1 : Matrix n n ℂ)‖ := by
  have hB : ((c : ℂ) • (1 : Matrix n n ℂ)).IsHermitian := by
    simp [Matrix.IsHermitian, Matrix.conjTranspose_smul]
  refine ⟨hB, ?_⟩
  -- every eigenvalue of c · 1 equals c
  have hE : ∀ v : n → ℂ, energy ((c : ℂ) • (1 : Matrix n n ℂ)) v = c * sqNorm v := fun v => by
    rw [Matrix.smul_one_eq_diagonal, sqNorm, Finset.mul_sum]
    exact energy_diagonal (fun _ => c) v
  have hc : ∀ j, hB.eigenvalues j = c := fun j => by
    obtain ⟨h1, h2⟩ := eigenvector_energy hB j
    rw [hE, h1, mul_one] at h2
    exact h2.symm
  have h1 : c ≤ lmin hB := Finset.le_inf' _ _ fun j _ => (hc j).ge
  have h2 : lmax hB ≤ c := Finset.sup'_le _ _ fun j _ => (hc j).le
  obtain ⟨a1, a2⟩ := weyl_lmin hA hB
  have h3 : lmin (hA.add hB) - lmin hA = c := by linarith
  rw [h3, norm_smul, CStarRing.norm_one, mul_one, Complex.norm_real, Real.norm_eq_abs]

end

end WeylExtremeEigenvalues
```

```lean
#print axioms WeylExtremeEigenvalues.weyl_lmax
#print axioms WeylExtremeEigenvalues.weyl_lower_eq_iff
#print axioms WeylExtremeEigenvalues.abs_shift_le_opNorm
#print axioms WeylExtremeEigenvalues.abs_shift_sharp
```

```
'WeylExtremeEigenvalues.weyl_lmax' depends on axioms: [propext, Classical.choice, Quot.sound]
'WeylExtremeEigenvalues.weyl_lower_eq_iff' depends on axioms: [propext, Classical.choice, Quot.sound]
'WeylExtremeEigenvalues.abs_shift_le_opNorm' depends on axioms: [propext, Classical.choice, Quot.sound]
'WeylExtremeEigenvalues.abs_shift_sharp' depends on axioms: [propext, Classical.choice, Quot.sound]
```

## Notes on the proof

`energy_add` and `energy_diagonal` give additivity and $E_D(y) = \sum_i \lambda_i |y_i|^2$. In `rayleigh_bounds`, `hA.spectral_theorem` provides $U$, and `key` states $E_{UMU^*}(x) = E_M(U^*x)$ for any $M$. With $M = D$ it yields `hE`, with $M = \mathbb{1}$ it yields `hN`, and `Finset.sum_le_sum` bounds term by term. `eigenvector_energy` gives unit length and energy $\lambda_j$ for the $j$-th eigenbasis vector.

In `weyl_lmin`, `Finset.exists_mem_eq_inf'` picks an index $j$ that attains the minimum, so the test vector is $v$ in the first branch and $u$ in the second, and `linarith` adds the bounds. `weyl_lmax` does the same with `Finset.exists_mem_eq_sup'`. `weyl_lower_eq_iff` reuses $v$ as its witness. `abs_eigenvalue_le_opNorm` applies `Matrix.l2_opNorm_mulVec` to a unit eigenvector, and `abs_shift_le_opNorm` combines this with both Weyl pairs. `abs_shift_sharp` obtains `hc` from $E_B(x) = c\|x\|^2$ on unit eigenvectors, and $\|\mathbb{1}\| = 1$ from `CStarRing.norm_one`.
